# The eigenvalue equation of an augmented Hessian, written mode by mode

In the eigenbasis of a Hessian with finitely many modes, the augmented Hessian is the real matrix with the Hessian eigenvalues `b i` on the diagonal, a last row and column holding the vector `g`, and zero in the corner. The theorem `eigen_iff` says that a vector `x` satisfies the eigenvalue equation with number `u` exactly when one scalar equation holds for each mode and one more holds for the added component. The vector need not be normalised, and it may even be zero, in which case both sides hold for every `u`. The attempt splits the vector equation into its components with `funext_iff` and `Sum.forall`, then asks `simp` to work out the matrix products and finish.

This version doesn't compile in Lean 4 with Mathlib:

```lean
import Mathlib

open Matrix

namespace EigenIff

variable {n : ℕ}

/-- The augmented Hessian `[[H, g], [gᵀ, 0]]` in the eigenbasis of the Hessian, where `H = diag b`.
-/
def augHessian (b g : Fin n → ℝ) : Matrix (Fin n ⊕ Unit) (Fin n ⊕ Unit) ℝ :=
  Matrix.fromBlocks (Matrix.diagonal b) (Matrix.of fun i _ => g i)
    (Matrix.of fun _ j => g j) 0

/-- The eigenvalue equation of the augmented Hessian, written mode by mode. -/
theorem eigen_iff (b g : Fin n → ℝ) (u : ℝ) (x : Fin n ⊕ Unit → ℝ) :
    augHessian b g *ᵥ x = u • x ↔
      (∀ i, b i * x (Sum.inl i) + g i * x (Sum.inr ()) = u * x (Sum.inl i)) ∧
        ∑ i, g i * x (Sum.inl i) = u * x (Sum.inr ()) := by
  rw [funext_iff, Sum.forall]
  simp [augHessian, Matrix.mulVec, dotProduct, Matrix.diagonal_apply]

end EigenIff
```

The error:

```
Main.lean:19:57: error: unsolved goals
n : ℕ
b g : Fin n → ℝ
u : ℝ
x : Fin n ⊕ Unit → ℝ
⊢ (∀ (a : Fin n), b a * x (Sum.inl a) + g a * x (Sum.inr PUnit.unit) = u * x (Sum.inl a)) →
    ((∀ (b : Unit), ∑ a₁, g a₁ * x (Sum.inl a₁) = u * x (Sum.inr b)) ↔ ∑ i, g i * x (Sum.inl i) = u * x (Sum.inr ()))
```

Diagnosis. The error reports a goal that `simp` left open. The matrix products have been worked out, and the mode equations, common to both sides, have become a hypothesis. What remains is to show that the last equation, stated for every `b : Unit`, is equivalent to the same equation stated at `()`.

The type `Unit` has only one element, so the two say the same thing, but `simp` did not remove the quantifier. Nor is it a quantifier over an unused variable, which could simply be dropped, since `b` occurs in `x (Sum.inr b)`.

The added `exact` line proves what is left. Its first `fun _` takes in the mode equations, which are not needed. From left to right, `h ()` applies the general statement to `()`. From right to left, `fun h _ => h` gives the single equation for any element of `Unit`, which Lean accepts because every such element is equal to `()` by definition.

This version goes through:

```diff
@@ -20,4 +20,5 @@
   rw [funext_iff, Sum.forall]
   simp [augHessian, Matrix.mulVec, dotProduct, Matrix.diagonal_apply]
+  exact fun _ => ⟨fun h => h (), fun h _ => h⟩
 
 end EigenIff
```
